# In fixed orbitals, the minimum geminal energy of an electron pair is the smallest eigenvalue of its Hamiltonian matrix in the doubly occupied configurations

Let $h_p$ be real one-electron energies and $K$ a real symmetric $m\times m$ matrix of pair-exchange integrals, $m\ge1$. Over occupations $n_p\ge0$ with $\sum_p n_p=1$ and signs $s_p=\pm1$, the minimum of

$$\mathcal E(n,s)=2\sum_p h_pn_p+\sum_{pq}s_ps_q\sqrt{n_pn_q}\,K_{pq}$$

is attained and equals the smallest eigenvalue of $H=2\,\mathrm{diag}(h)+K$. So for one pair restricted to doubly occupied configurations in fixed orbitals, this density-matrix functional gives the same energy as diagonalising $H$. Orbital optimisation is not included, and $K$ may be any symmetric matrix, whether or not it comes from Coulomb integrals.

## Occupations, signs and energies

The finite type `ι` labels the orbitals. For real orthonormal orbitals $\varphi_p$, $h_p$ is the expectation value of the kinetic energy plus the external potential in $\varphi_p$, without electron repulsion. In atomic units, $K_{pq}=\iint\varphi_p(1)\varphi_p(2)\,r_{12}^{-1}\,\varphi_q(1)\varphi_q(2)\,d1\,d2$, so $K_{pp}$ is the Coulomb repulsion of two electrons in orbital $p$.

In Lean 4 with Mathlib:

```lean
import Mathlib

open Matrix

namespace GeminalFunctional

noncomputable section

variable {ι : Type*} [Fintype ι]
```

Each $n_p$ is the occupation of one spin orbital, so the pair contributes $2n_p$ electrons to orbital $p$.

```lean
/-- Occupations of one electron pair: nonnegative numbers with sum one. -/
def IsOccupation (n : ι → ℝ) : Prop := (∀ p, 0 ≤ n p) ∧ ∑ p, n p = 1

/-- A choice of sign, plus or minus one, for every orbital. -/
def IsSign (s : ι → ℝ) : Prop := ∀ p, s p = 1 ∨ s p = -1
```

The double sum includes $p=q$, which contributes $n_pK_{pp}$.

```lean
/-- The geminal energy as a functional of occupations `n` and signs `s`, with one-electron
energies `h` and pair-exchange integrals `K`. -/
def geminalEnergy (h : ι → ℝ) (K : Matrix ι ι ℝ) (n s : ι → ℝ) : ℝ :=
  2 * ∑ p, h p * n p + ∑ p, ∑ q, s p * s q * √(n p * n q) * K p q
```

The next set collects every energy that admissible $n$ and $s$ can produce.

```lean
/-- All values of the geminal energy over occupations and signs. -/
def geminalEnergies (h : ι → ℝ) (K : Matrix ι ι ℝ) : Set ℝ :=
  {E | ∃ n s, IsOccupation n ∧ IsSign s ∧ geminalEnergy h K n s = E}

/-- The pair Hamiltonian `2 diag(h) + K` in the basis of doubly occupied orbitals. -/
def pairHamiltonian [DecidableEq ι] (h : ι → ℝ) (K : Matrix ι ι ℝ) : Matrix ι ι ℝ :=
  diagonal (fun p => 2 * h p) + K
```

Eigenvalues are real numbers with a nonzero real eigenvector.

```lean
/-- The real eigenvalues of a matrix, each with a nonzero real eigenvector. -/
def eigenvalueSet (H : Matrix ι ι ℝ) : Set ℝ := {μ | ∃ v, v ≠ 0 ∧ H *ᵥ v = μ • v}
```

The amplitudes $c_p=s_p\sqrt{n_p}$ are the coefficients of the doubly occupied configurations.

```lean
/-- The geminal amplitudes: signed square roots of the occupations. -/
def amplitude (n s : ι → ℝ) : ι → ℝ := fun p => s p * √(n p)
```

## (a) Norm of the amplitudes

Show that admissible occupations and signs give $c\cdot c=1$.

**Solution.** Since $s_p^2=1$ and $n_p\ge0$, we have $c_p^2=s_p^2(\sqrt{n_p})^2=n_p$. Summing over $p$ gives 1. In the code, `h1` and `h2` are the two squares.

```lean
/-- The amplitudes that belong to occupations and signs are normalised. -/
theorem amplitude_normalized {n s : ι → ℝ} (hn : IsOccupation n) (hs : IsSign s) :
    amplitude n s ⬝ᵥ amplitude n s = 1 := by
  refine Eq.trans (Finset.sum_congr rfl fun p _ => ?_) hn.2
  have h1 := Real.mul_self_sqrt (hn.1 p)
  have h2 : s p * s p = 1 := by rcases hs p with h | h <;> rw [h] <;> norm_num
  simp only [amplitude]
  linear_combination h1 + √(n p) * √(n p) * h2
```

## (b) From a vector back to occupations

Given a real $c$ with $c\cdot c=1$, find admissible $n,s$ with $s_p\sqrt{n_p}=c_p$.

**Solution.** Take $n_p=c_p^2$, with $s_p=1$ if $c_p\ge0$ and $s_p=-1$ otherwise. The occupations sum to 1, and $s_p\sqrt{n_p}=s_p|c_p|=c_p$. The proof splits on the sign of $c_p$.

```lean
/-- Every normalised real vector is the amplitude vector of some occupations and signs. -/
theorem exists_amplitude {c : ι → ℝ} (hc : c ⬝ᵥ c = 1) :
    ∃ n s, IsOccupation n ∧ IsSign s ∧ amplitude n s = c := by
  refine ⟨fun p => c p ^ 2, fun p => if 0 ≤ c p then 1 else -1,
    ⟨fun p => sq_nonneg _, (Finset.sum_congr rfl fun p _ => sq (c p)).trans hc⟩, ?_, ?_⟩
  · intro p
    by_cases h : 0 ≤ c p <;> simp [h]
  · funext p
    simp only [amplitude, Real.sqrt_sq_eq_abs]
    split_ifs with h
    · rw [abs_of_nonneg h, one_mul]
    · rw [abs_of_neg (not_le.mp h)]
      ring
```

## (c) The energy as a quadratic form

Show that $\mathcal E(n,s)=c\cdot Hc$.

**Solution.** The term $2\,\mathrm{diag}(h)$ of $H$ gives $\sum_p2h_pc_p^2=2\sum_ph_pn_p$. For the rest, $\sqrt{n_pn_q}=\sqrt{n_p}\sqrt{n_q}$, so $s_ps_q\sqrt{n_pn_q}\,K_{pq}=c_pK_{pq}c_q$. `congr 1` separates these two parts.

```lean
/-- For occupations and signs, the geminal energy is the expectation value of the pair
Hamiltonian in the amplitude vector. -/
theorem geminalEnergy_eq_expectation [DecidableEq ι] (h : ι → ℝ) (K : Matrix ι ι ℝ)
    {n s : ι → ℝ} (hn : IsOccupation n) (hs : IsSign s) :
    geminalEnergy h K n s = amplitude n s ⬝ᵥ pairHamiltonian h K *ᵥ amplitude n s := by
  unfold geminalEnergy pairHamiltonian
  rw [Matrix.add_mulVec, dotProduct_add]
  congr 1
  · -- the signs square away in the one-electron part
    simp only [dotProduct, Matrix.mulVec_diagonal, amplitude]
    rw [Finset.mul_sum]
    refine Finset.sum_congr rfl fun p _ => ?_
    have h1 := Real.mul_self_sqrt (hn.1 p)
    have h2 : s p * s p = 1 := by rcases hs p with h | h <;> rw [h] <;> norm_num
    linear_combination (-2 * h p) * h1 - 2 * h p * (√(n p) * √(n p)) * h2
  · simp only [dotProduct, Matrix.mulVec, amplitude, Finset.mul_sum]
    refine Finset.sum_congr rfl fun p _ => Finset.sum_congr rfl fun q _ => ?_
    rw [Real.sqrt_mul (hn.1 p)]
    ring
```

## (d) A minimiser is an eigenvector

Let $H$ be any symmetric matrix with $E\,v\cdot v\le v\cdot Hv$ for all $v$, and let $c$ attain equality. Show that $Hc=Ec$.

**Solution.** Put $Q(v)=v\cdot Hv-E\,v\cdot v\ge0$, $w=Hc-Ec$, $a=w\cdot w$ and $B=Q(w)\ge0$. By symmetry, the cross term between $c$ and $w$ is $w\cdot(Hc-Ec)=a$. With $Q(c)=0$,

$$Q\big((B+1)c-aw\big)=-2(B+1)a^2+a^2B=-a^2(B+2).$$

The left side is nonnegative and $B+2>0$, so $a=0$ and $w=0$. `expand` is this identity, checked by `linear_combination`; `key` is the inequality.

```lean
/-- If `H` is real symmetric, `E (v ⬝ v) ≤ v ⬝ H v` for every real vector `v`, and equality holds at
`c`, then `H c = E c`. -/
theorem eigen_of_minimal {H : Matrix ι ι ℝ} (hH : H.IsSymm) {E : ℝ}
    (hmin : ∀ v, E * (v ⬝ᵥ v) ≤ v ⬝ᵥ H *ᵥ v) {c : ι → ℝ}
    (hc : c ⬝ᵥ H *ᵥ c = E * (c ⬝ᵥ c)) : H *ᵥ c = E • c := by
  -- vary `c` along the residual `w`
  obtain ⟨w, hw⟩ : ∃ w, w = H *ᵥ c - E • c := ⟨_, rfl⟩
  obtain ⟨a, ha⟩ : ∃ a, a = w ⬝ᵥ w := ⟨_, rfl⟩
  obtain ⟨B, hB⟩ : ∃ B, B = w ⬝ᵥ H *ᵥ w - E * (w ⬝ᵥ w) := ⟨_, rfl⟩
  have hB0 : 0 ≤ B := by linarith [hmin w]
  have hsym : c ⬝ᵥ H *ᵥ w = w ⬝ᵥ H *ᵥ c := by
    rw [Matrix.dotProduct_mulVec c H w, ← Matrix.mulVec_transpose, hH.eq, dotProduct_comm]
  have hcomm : c ⬝ᵥ w = w ⬝ᵥ c := dotProduct_comm _ _
  have hww : w ⬝ᵥ w = w ⬝ᵥ H *ᵥ c - E * (w ⬝ᵥ c) := by
    have h1 : w ⬝ᵥ w = w ⬝ᵥ (H *ᵥ c - E • c) := by rw [← hw]
    rw [h1, dotProduct_sub, dotProduct_smul, smul_eq_mul]
  have key := hmin ((B + 1) • c - a • w)
  have expand : ((B + 1) • c - a • w) ⬝ᵥ H *ᵥ ((B + 1) • c - a • w)
      - E * (((B + 1) • c - a • w) ⬝ᵥ ((B + 1) • c - a • w)) = -(a ^ 2 * (B + 2)) := by
    simp only [Matrix.mulVec_sub, Matrix.mulVec_smul, dotProduct_sub, sub_dotProduct,
      smul_dotProduct, dotProduct_smul, smul_eq_mul]
    linear_combination (B + 1) ^ 2 * hc - (B + 1) * a * hsym + E * (B + 1) * a * hcomm
      + 2 * (B + 1) * a * hww + 2 * (B + 1) * a * ha - a ^ 2 * hB
  have ha0 : a = 0 := by
    by_contra hne
    have : 0 < a ^ 2 * (B + 2) := by positivity
    linarith
  have hw0 : w = 0 := dotProduct_self_eq_zero.mp (ha.symm.trans ha0)
  exact sub_eq_zero.mp (hw.symm.trans hw0)
```

## (e) Existence of a ground state

For symmetric $H$ and $m\ge1$, find $E$ and $c$ with $c\cdot c=1$, $Hc=Ec$ and $E\,v\cdot v\le v\cdot Hv$ for all $v$.

**Solution.** The unit sphere is nonempty, closed and contained in $[-1,1]^m$, hence compact. The continuous function $c\cdot Hc$ therefore has a minimum $E$ on it, at some $c$. For $v\ne0$ and $r=\sqrt{v\cdot v}$, the vector $v/r$ is normalised, so $E\le v\cdot Hv/r^2$; multiply by $r^2$. For $v=0$ both sides vanish. Part (d) now gives $Hc=Ec$.

```lean
/-- A real symmetric matrix `H` of size at least one has a normalised eigenvector whose eigenvalue
`E` satisfies `E (v ⬝ v) ≤ v ⬝ H v` for every real vector `v`. -/
theorem exists_ground_state [Nonempty ι] {H : Matrix ι ι ℝ} (hH : H.IsSymm) :
    ∃ (E : ℝ) (c : ι → ℝ), c ⬝ᵥ c = 1 ∧ H *ᵥ c = E • c ∧
      ∀ v, E * (v ⬝ᵥ v) ≤ v ⬝ᵥ H *ᵥ v := by
  classical
  -- the unit sphere is compact
  have hcomp : IsCompact {c : ι → ℝ | c ⬝ᵥ c = 1} := by
    refine IsCompact.of_isClosed_subset
      (isCompact_Icc (a := fun _ : ι => (-1 : ℝ)) (b := fun _ => 1)) ?_ ?_
    · refine isClosed_eq ?_ continuous_const
      simp only [dotProduct]
      fun_prop
    · intro c hc
      have hp : ∀ p, c p * c p ≤ 1 := fun p =>
        (Finset.single_le_sum (f := fun p => c p * c p)
          (fun i _ => mul_self_nonneg (c i)) (Finset.mem_univ p)).trans (le_of_eq hc)
      exact ⟨fun p => by nlinarith [hp p], fun p => by nlinarith [hp p]⟩
  have hne : {c : ι → ℝ | c ⬝ᵥ c = 1}.Nonempty :=
    ⟨Pi.single (Classical.arbitrary ι) 1, by simp⟩
  have hcont : Continuous fun c : ι → ℝ => c ⬝ᵥ H *ᵥ c := by
    simp only [dotProduct, Matrix.mulVec]
    fun_prop
  obtain ⟨c, hc, hcm⟩ := hcomp.exists_isMinOn hne hcont.continuousOn
  have hc1 : c ⬝ᵥ c = 1 := hc
  -- scaling extends the bound to all vectors
  have hmin : ∀ v, (c ⬝ᵥ H *ᵥ c) * (v ⬝ᵥ v) ≤ v ⬝ᵥ H *ᵥ v := by
    intro v
    have hnn : 0 ≤ v ⬝ᵥ v := Finset.sum_nonneg fun i _ => mul_self_nonneg (v i)
    rcases hnn.eq_or_lt with h0 | hpos
    · have hv : v = 0 := dotProduct_self_eq_zero.mp h0.symm
      simp [hv]
    · obtain ⟨r, hr, hrr⟩ : ∃ r : ℝ, 0 < r ∧ r * r = v ⬝ᵥ v :=
        ⟨√(v ⬝ᵥ v), Real.sqrt_pos.mpr hpos, Real.mul_self_sqrt hnn⟩
      have hmem : (r⁻¹ • v) ⬝ᵥ (r⁻¹ • v) = 1 := by
        rw [smul_dotProduct, dotProduct_smul, smul_eq_mul, smul_eq_mul, ← hrr]
        field_simp
      have hle : c ⬝ᵥ H *ᵥ c ≤ (r⁻¹ • v) ⬝ᵥ H *ᵥ (r⁻¹ • v) := hcm hmem
      rw [Matrix.mulVec_smul, smul_dotProduct, dotProduct_smul, smul_eq_mul,
        smul_eq_mul] at hle
      have h2 := mul_le_mul_of_nonneg_right hle (mul_self_nonneg r)
      have h3 : r⁻¹ * (r⁻¹ * (v ⬝ᵥ H *ᵥ v)) * (r * r) = v ⬝ᵥ H *ᵥ v := by
        field_simp
      rw [h3, hrr] at h2
      exact h2
  exact ⟨_, c, hc1, eigen_of_minimal hH hmin (by rw [hc1, mul_one]), hmin⟩
```

## (f) Equality of the two minima

Show that
$$\min_{n,s}\mathcal E(n,s)=\lambda_{\min}(H).$$

**Solution.** Take $E,c$ from (e). By (b), $c$ comes from some $n,s$, and by (c) their energy is $c\cdot Hc=E$. Any other admissible choice has energy at least $E$, by (a), (c) and the bound in (e). Also, $E$ is an eigenvalue because $c\ne0$. If $Hv=\mu v$ with $v\ne0$, then $E\,v\cdot v\le\mu\,v\cdot v$, so $E\le\mu$.

Each `IsLeast` says that $E$ belongs to the set and bounds it from below.

```lean
/-- For at least one orbital and real symmetric `K`, the minimum of the geminal energy over
occupations and signs exists and equals the smallest eigenvalue of `2 diag(h) + K`. -/
theorem min_geminalEnergy_eq_min_eigenvalue [DecidableEq ι] [Nonempty ι] (h : ι → ℝ)
    {K : Matrix ι ι ℝ} (hK : K.IsSymm) :
    ∃ E, IsLeast (geminalEnergies h K) E ∧
      IsLeast (eigenvalueSet (pairHamiltonian h K)) E := by
  have hH : (pairHamiltonian h K).IsSymm := (Matrix.isSymm_diagonal _).add hK
  obtain ⟨E, c, hc, hEc, hmin⟩ := exists_ground_state hH
  refine ⟨E, ⟨?_, ?_⟩, ⟨⟨c, ?_, hEc⟩, ?_⟩⟩
  · obtain ⟨n, s, hn, hs, hns⟩ := exists_amplitude hc
    refine ⟨n, s, hn, hs, ?_⟩
    rw [geminalEnergy_eq_expectation h K hn hs, hns, hEc, dotProduct_smul, hc, smul_eq_mul,
      mul_one]
  · rintro _ ⟨n, s, hn, hs, rfl⟩
    have h1 := hmin (amplitude n s)
    rwa [amplitude_normalized hn hs, mul_one, ← geminalEnergy_eq_expectation h K hn hs] at h1
  · rintro rfl
    simp at hc
  · rintro μ ⟨v, hv, hμ⟩
    have h1 := hmin v
    rw [hμ, dotProduct_smul, smul_eq_mul] at h1
    have hnn : 0 ≤ v ⬝ᵥ v := Finset.sum_nonneg fun i _ => mul_self_nonneg (v i)
    have hpos : 0 < v ⬝ᵥ v :=
      lt_of_le_of_ne hnn fun h0 => hv (dotProduct_self_eq_zero.mp h0.symm)
    exact le_of_mul_le_mul_right h1 hpos
```

Requiring only real eigenvalues of $K$ instead of symmetry is not enough. For $h=0$ and $K=\begin{pmatrix}0&2\\0&0\end{pmatrix}$ the energy is $2c_0c_1$, with minimum $-1$, but the only eigenvalue is $0$.

## (g) Which occupations and signs are optimal

Let $E$ be the smallest eigenvalue of $H$. Show that $\mathcal E(n,s)=E$ if and only if $Hc=Ec$.

**Solution.** If $Hc=Ec$, then $\mathcal E=c\cdot Hc=E$. Conversely, (e) supplies an eigenvalue $E'\ge E$ with $E\,v\cdot v\le E'\,v\cdot v\le v\cdot Hv$. As $c$ attains the outer bound, (d) applies.

```lean
/-- For real symmetric `K`, given occupations and signs reach the smallest eigenvalue `E` of the
pair Hamiltonian exactly when their amplitudes solve its eigenvalue equation at `E`. -/
theorem optimal_iff_eigenvector [DecidableEq ι] [Nonempty ι] (h : ι → ℝ)
    {K : Matrix ι ι ℝ} (hK : K.IsSymm) {E : ℝ}
    (hE : IsLeast (eigenvalueSet (pairHamiltonian h K)) E)
    {n s : ι → ℝ} (hn : IsOccupation n) (hs : IsSign s) :
    geminalEnergy h K n s = E ↔
      pairHamiltonian h K *ᵥ amplitude n s = E • amplitude n s := by
  have hH : (pairHamiltonian h K).IsSymm := (Matrix.isSymm_diagonal _).add hK
  have h1 := amplitude_normalized hn hs
  rw [geminalEnergy_eq_expectation h K hn hs]
  constructor
  · intro he
    obtain ⟨E', c, hc, hEc, hmin⟩ := exists_ground_state hH
    have hc0 : c ≠ 0 := by
      rintro rfl
      simp at hc
    have hle : E ≤ E' := hE.2 ⟨c, hc0, hEc⟩
    refine eigen_of_minimal hH (fun v => ?_) (by rw [he, h1, mul_one])
    have hnn : 0 ≤ v ⬝ᵥ v := Finset.sum_nonneg fun i _ => mul_self_nonneg (v i)
    exact (mul_le_mul_of_nonneg_right hle hnn).trans (hmin v)
  · intro he
    rw [he, dotProduct_smul, h1, smul_eq_mul, mul_one]
```

## (h) Two orbitals with and without free signs

For $h=0$, $K_{00}=K_{11}=0$ and $K_{01}=K_{10}=1$, show that the minimum is $0$ when all signs are $+1$ and $-1$ when they are free.

**Solution.** With positive signs, $\mathcal E=2\sqrt{n_0n_1}\ge0$, with equality at $n=(1,0)$. With free signs, $\mathcal E=2c_0c_1=(c_0+c_1)^2-1\ge-1$, with equality at $n=(\tfrac12,\tfrac12)$, $s=(1,-1)$. The final `nlinarith` uses this square. This $K$ is a model matrix: Coulomb integrals would give $K_{pp}>0$. Adding the same $J$ to both diagonal entries raises both minima by $J$.

```lean
/-- Two orbitals with `h = 0` and a single coupling `K₀₁ = K₁₀ = 1`: with all signs positive the
minimum over occupations is `0`, with free signs it is `-1`. -/
theorem signs_must_be_optimised :
    IsLeast {E | ∃ n : Fin 2 → ℝ, IsOccupation n ∧
      geminalEnergy 0 !![0, 1; 1, 0] n (fun _ => 1) = E} 0 ∧
    IsLeast (geminalEnergies (0 : Fin 2 → ℝ) !![0, 1; 1, 0]) (-1) := by
  refine ⟨⟨⟨![1, 0], ⟨?_, ?_⟩, ?_⟩, ?_⟩, ⟨⟨fun _ => 1 / 2, ![1, -1], ⟨?_, ?_⟩, ?_, ?_⟩, ?_⟩⟩
  · intro p
    fin_cases p <;> simp
  · simp [Fin.sum_univ_two]
  · simp [geminalEnergy, Fin.sum_univ_two]
  · rintro _ ⟨n, -, rfl⟩
    refine add_nonneg (by simp) (Finset.sum_nonneg fun p _ => Finset.sum_nonneg fun q _ => ?_)
    fin_cases p <;> fin_cases q <;> simp
  · intro p
    norm_num
  · norm_num [Fin.sum_univ_two]
  · intro p
    fin_cases p <;> simp
  · have hq : √((1 / 2 : ℝ) * (1 / 2)) = 1 / 2 := Real.sqrt_mul_self (by norm_num)
    simp only [geminalEnergy, hq, Fin.sum_univ_two]
    norm_num
  · -- the lower bound is `(c₀ + c₁)² ≥ 0`
    rintro _ ⟨n, s, hn, hs, rfl⟩
    rw [geminalEnergy_eq_expectation _ _ hn hs]
    have h1 := amplitude_normalized hn hs
    generalize amplitude n s = c at h1 ⊢
    simp [pairHamiltonian, dotProduct, Matrix.mulVec, Fin.sum_univ_two] at h1 ⊢
    nlinarith [sq_nonneg (c 0 + c 1)]

end

end GeminalFunctional
```

```lean
#print axioms GeminalFunctional.min_geminalEnergy_eq_min_eigenvalue
#print axioms GeminalFunctional.optimal_iff_eigenvector
#print axioms GeminalFunctional.signs_must_be_optimised
```

```
'GeminalFunctional.min_geminalEnergy_eq_min_eigenvalue' depends on axioms: [propext, Classical.choice, Quot.sound]
'GeminalFunctional.optimal_iff_eigenvector' depends on axioms: [propext, Classical.choice, Quot.sound]
'GeminalFunctional.signs_must_be_optimised' depends on axioms: [propext, Classical.choice, Quot.sound]
```
